# For b ≥ 0, the local energy of a Padé–Jastrow pair function is bounded apart from its 1/r term

For a pair function r^l exp(ar/(1 + br)) times a spherical harmonic of the same degree l, with kinetic operator −∇² and at most a Coulomb interaction, the local energy is a 1/r term plus the expression `regularPart`. The theorem concerns that expression alone: for every natural number l, real a and real b ≥ 0, there is a constant M, which may depend on l, a and b, that bounds its absolute value at every r > 0. The function need not be normalised, since a constant factor cancels in the local energy. The proof uses 1 + br ≥ 1 to bound each of the four fractions by the absolute value of its numerator, and then adds the bounds.

In Lean, a first try:

```lean
import Mathlib

open Filter Topology

namespace PadeJastrowCusp

noncomputable section

/-- The part of the local energy without the `1/r` term, for `1 + b r ≠ 0`. -/
def regularPart (l : ℕ) (a b r : ℝ) : ℝ :=
  2 * a * b / (1 + b * r) ^ 3 - a ^ 2 / (1 + b * r) ^ 4
    + 2 * (l + 1) * a * b / (1 + b * r) + 2 * (l + 1) * a * b / (1 + b * r) ^ 2

/-- The regular part is bounded over all positive distances. -/
theorem regularPart_bounded (l : ℕ) (a : ℝ) {b : ℝ} (hb : 0 ≤ b) :
    ∃ M, ∀ r, 0 < r → |regularPart l a b r| ≤ M := by
  refine ⟨|2 * a * b| + |a ^ 2| + 2 * |2 * (l + 1) * a * b|, fun r hr => ?_⟩
  have hd : 1 ≤ 1 + b * r := by
    have : 0 ≤ b * r := by positivity
    linarith
  have key : ∀ (c : ℝ) (n : ℕ), |c / (1 + b * r) ^ n| ≤ |c| := fun c n => by
    rw [abs_div, abs_of_pos (pow_pos (by linarith) n)]
    exact div_le_self (abs_nonneg c) (one_le_pow₀ hd)
  have h1 := abs_le.mp (key (2 * a * b) 3)
  have h2 := abs_le.mp (key (a ^ 2) 4)
  have h3 := key (2 * (l + 1) * a * b) 1
  rw [pow_one] at h3
  have h3 := abs_le.mp h3
  have h4 := abs_le.mp (key (2 * (l + 1) * a * b) 2)
  unfold regularPart
  exact abs_le.mpr ⟨by linarith [h1.1, h2.2, h3.1, h4.1], by linarith [h1.2, h2.1, h3.2, h4.2]⟩

end

end PadeJastrowCusp
```

The compiler's answer:

```
Main.lean:22:41: error: linarith failed to find a contradiction
l : ℕ
a b : ℝ
hb : 0 ≤ b
r : ℝ
hr : 0 < r
hd : 1 ≤ 1 + b * r
c : ℝ
n : ℕ
⊢ False
failed
```

What went wrong. The error is at the `linarith` inside the `rw`. It was meant to prove `0 < 1 + b * r`, which follows at once from `hd`, but nothing in `abs_of_pos (pow_pos (by linarith) n)` says which number is being raised to the power `n`. Only matching the rewrite rule against the goal could settle that, and here `linarith` ran without that information. It therefore had to prove that an unknown quantity is positive. The message shows it left with the goal `False` and only the hypotheses already in context, which do not contradict one another.

The repair states the inequality first, as `hpos : 0 < 1 + b * r`. With the goal written out, `linarith` proves it from `hd`. The term `pow_pos hpos n` then says that `(1 + b * r) ^ n` is positive, so `abs_of_pos` can remove the absolute value from the denominator.

The mended proof, as a diff:

```diff
@@ -20,5 +20,6 @@
     linarith
   have key : ∀ (c : ℝ) (n : ℕ), |c / (1 + b * r) ^ n| ≤ |c| := fun c n => by
-    rw [abs_div, abs_of_pos (pow_pos (by linarith) n)]
+    have hpos : 0 < 1 + b * r := by linarith
+    rw [abs_div, abs_of_pos (pow_pos hpos n)]
     exact div_le_self (abs_nonneg c) (one_le_pow₀ hd)
   have h1 := abs_le.mp (key (2 * a * b) 3)
```
